# At fixed size, unbranched carbon trees have the fewest 1,3 pairs

**Q:** When I break down the pairwise dispersion correction of a DFT-D calculation on octane isomers, I sort the carbon pairs by bond separation and count each class. Bonded pairs come first, then 1,3 pairs, which share a neighbour. What can be said about those counts before any geometry is known?

**A:** For a connected acyclic skeleton with $n\ge 2$ carbons, there are always $n-1$ bonds and at least $n-2$ pairs in 1,3 position. The minimum is reached exactly when no carbon has more than two carbon neighbours.

**Q:** Derive it by hand first.

**A:** Write $\deg v$ for the number of carbon neighbours of atom $v$, and $N_{13}$ for the number of 1,3 pairs. Atom $v$ is the centre of $\binom{\deg v}{2}$ pairs. No pair has two centres: if $a$ and $b$ shared neighbours $v\ne w$, then $a,v,b,w$ would form a ring. So
$$N_{13}=\sum_v\binom{\deg v}{2}.$$
With $n\ge2$ and a connected skeleton, $\deg v\ge1$, and Pascal's rule gives
$$\binom{\deg v}{2}=(\deg v-1)+\binom{\deg v-1}{2}.$$
Build the skeleton up from one atom, each time adding an atom bonded to the part already built. Each new atom brings exactly one bond to that part, since a second would close a ring, so there are $n-1$ bonds. Each bond has two ends, so $\sum_v\deg v=2(n-1)$. Summing over the atoms,
$$N_{13}=2(n-1)-n+\sum_v\binom{\deg v-1}{2}=n-2+\sum_v\binom{\deg v-1}{2}.$$
The last sum is never negative, and it vanishes exactly when every $\deg v\le2$. For degrees 1, 2, 3 and 4 its terms are 0, 0, 1 and 3, so each tertiary carbon adds one pair and each quaternary carbon adds three.

**Q:** Try it on something small.

**A:** 2-Methylbutane has degrees 3, 2, 1, 1, 1. Direct counting gives $3+1=4$ pairs; the formula gives $5-2+1=4$.

**Q:** Now the formal version. What is a molecule there?

**A:** A finite type `V` of carbon atoms and a simple graph `G` whose edges are the C–C bonds. Hydrogens, bond orders and coordinates are absent.

In Lean 4 with Mathlib:

```lean
import Mathlib

open Finset

namespace CarbonSkeletonPairs

variable {V : Type*} [Fintype V] [DecidableEq V] (G : SimpleGraph V) [DecidableRel G.Adj]
```

**Q:** I suspect that the degree formula has been built into the definition of a 1,3 pair.

**A:** It hasn't. The definition collects two-element sets of neighbours and takes their union over all centres, so a pair with two centres would be counted once.

```lean
/-- The 1,3 pairs of a skeleton: unordered pairs of distinct atoms that have a common
bonded neighbour. -/
def oneThreePairs : Finset (Finset V) :=
  univ.biUnion fun v => (G.neighborFinset v).powersetCard 2
```

The main statement, `oneThreePairs_lower_bound`, assumes `G.IsTree`, meaning connected and without rings, and `Nontrivial V`, meaning at least two atoms. It then gives the bond count, the lower bound and the equality condition, with `Fintype.card V` as $n$. Cycloalkanes are not covered.

**Q:** Where does the absence of rings enter the proof?

**A:** First in the uniqueness of the centre. The walks $a,v,b$ and $a,w,b$ are both paths, and an acyclic graph has at most one path between two atoms. Comparing the atoms visited gives $v=w$.

```lean
variable {G}

omit [Fintype V] [DecidableEq V] [DecidableRel G.Adj] in
/-- In a skeleton without rings, two distinct atoms have at most one common neighbour. -/
theorem common_neighbour_unique (hG : G.IsAcyclic) {a b v w : V} (hab : a ≠ b)
    (hav : G.Adj a v) (hvb : G.Adj v b) (haw : G.Adj a w) (hwb : G.Adj w b) : v = w := by
  have hp : (SimpleGraph.Walk.cons hav (SimpleGraph.Walk.cons hvb .nil)).IsPath := by
    simp [SimpleGraph.Walk.cons_isPath_iff, hab, hav.ne, hvb.ne]
  have hq : (SimpleGraph.Walk.cons haw (SimpleGraph.Walk.cons hwb .nil)).IsPath := by
    simp [SimpleGraph.Walk.cons_isPath_iff, hab, haw.ne, hwb.ne]
  -- the paths a-v-b and a-w-b must coincide
  have h := congrArg (fun q : G.Path a b => q.1.support)
    (@Subsingleton.elim _ (hG.subsingleton_path a b) ⟨_, hp⟩ ⟨_, hq⟩)
  simpa using h
```

**Q:** In cyclopropane, two bonded atoms also share a neighbour. Would your definition call them a 1,3 pair?

**A:** Yes, but in an acyclic skeleton this can't happen. A direct bond would be a path of length one beside the path of length two through the common neighbour, which contradicts the uniqueness of paths in an acyclic graph. The bonded and 1,3 classes are therefore disjoint.

```lean
omit [Fintype V] [DecidableEq V] [DecidableRel G.Adj] in
/-- In a skeleton without rings, two distinct atoms with a common neighbour are not bonded
to each other. -/
theorem not_bonded_of_common_neighbour (hG : G.IsAcyclic) {a b v : V} (hab : a ≠ b)
    (hav : G.Adj a v) (hvb : G.Adj v b) : ¬ G.Adj a b := by
  intro h
  have hp : (SimpleGraph.Walk.cons hav (SimpleGraph.Walk.cons hvb .nil)).IsPath := by
    simp [SimpleGraph.Walk.cons_isPath_iff, hab, hav.ne, hvb.ne]
  have hq : (SimpleGraph.Walk.cons h .nil).IsPath := by
    simp [SimpleGraph.Walk.cons_isPath_iff, hab]
  -- a direct bond would be a second, shorter path
  have hl := congrArg (fun q : G.Path a b => q.1.length)
    (@Subsingleton.elim _ (hG.subsingleton_path a b) ⟨_, hp⟩ ⟨_, hq⟩)
  simp at hl
```

**Q:** And the sum over degrees?

**A:** The size of a union is the sum of the sizes once the sets are disjoint. The proof takes a pair centred at both `v` and `w`, names its members `a` and `b`, and applies uniqueness of the centre.

```lean
/-- In a skeleton without rings, the number of 1,3 pairs is the sum over atoms of the number
of pairs of neighbours. -/
theorem card_oneThreePairs (hG : G.IsAcyclic) :
    (oneThreePairs G).card = ∑ v, (G.degree v).choose 2 := by
  unfold oneThreePairs
  rw [Finset.card_biUnion]
  · simp only [Finset.card_powersetCard, SimpleGraph.card_neighborFinset_eq_degree]
  · -- pairs centred at different atoms are different
    intro v _ w _ hvw
    refine Finset.disjoint_left.2 fun s hs ht => hvw ?_
    have hs' := Finset.mem_powersetCard.1 hs
    have ht' := Finset.mem_powersetCard.1 ht
    obtain ⟨a, b, hab, rfl⟩ := Finset.card_eq_two.1 hs'.2
    have ha : a ∈ ({a, b} : Finset V) := by simp
    have hb : b ∈ ({a, b} : Finset V) := by simp
    have hva : G.Adj v a := by simpa using hs'.1 ha
    have hvb : G.Adj v b := by simpa using hs'.1 hb
    have hwa : G.Adj w a := by simpa using ht'.1 ha
    have hwb : G.Adj w b := by simpa using ht'.1 hb
    exact common_neighbour_unique hG hab hva.symm hvb hwa.symm hwb
```

The exact excess comes next. `hE` is the tree bond count, `hD` says that each bond has two ends, and `hloc` is Pascal's rule at one atom. Summing `hloc` and combining the three is the calculation above, with the 2 moved to the left-hand side.

```lean
/-- In a tree skeleton with `n ≥ 2` atoms, the number of 1,3 pairs exceeds `n - 2` by the sum
over atoms of `choose (deg v - 1) 2`. -/
theorem branching_excess [Nontrivial V] (hG : G.IsTree) :
    (oneThreePairs G).card + 2 = Fintype.card V + ∑ v, (G.degree v - 1).choose 2 := by
  have hE : G.edgeFinset.card + 1 = Fintype.card V := hG.card_edgeFinset
  have hD : ∑ v, G.degree v = 2 * G.edgeFinset.card := G.sum_degrees_eq_twice_card_edges
  -- Pascal's rule at each atom
  have hloc : ∀ v, (G.degree v).choose 2 + 1 = G.degree v + (G.degree v - 1).choose 2 := by
    intro v
    have hpos : 0 < G.degree v := hG.1.preconnected.degree_pos_of_nontrivial v
    obtain ⟨k, hk⟩ : ∃ k, G.degree v = k + 1 := ⟨G.degree v - 1, by omega⟩
    have h : (k + 1).choose 2 = k + k.choose 2 :=
      (Nat.choose_succ_succ' k 1).trans (by rw [Nat.choose_one_right])
    rw [hk, Nat.add_sub_cancel]
    omega
  have hs := Finset.sum_congr rfl (fun v (_ : v ∈ (univ : Finset V)) => hloc v)
  simp only [Finset.sum_add_distrib, Finset.sum_const, Finset.card_univ, smul_eq_mul,
    mul_one] at hs
  rw [card_oneThreePairs hG.2]
  omega
```

The bound follows at once. For equality, `h0` shows that the excess vanishes exactly when all degrees are at most two.

```lean
/-- A tree skeleton with `n ≥ 2` atoms has `n - 1` bonds and at least `n - 2` pairs in 1,3
position, with equality exactly when every atom has at most two neighbours. -/
theorem oneThreePairs_lower_bound [Nontrivial V] (hG : G.IsTree) :
    G.edgeFinset.card = Fintype.card V - 1 ∧
    Fintype.card V - 2 ≤ (oneThreePairs G).card ∧
    ((oneThreePairs G).card = Fintype.card V - 2 ↔ ∀ v, G.degree v ≤ 2) := by
  have hE : G.edgeFinset.card + 1 = Fintype.card V := hG.card_edgeFinset
  have h := branching_excess hG
  have hn : 1 < Fintype.card V := Fintype.one_lt_card
  refine ⟨by omega, by omega, ?_⟩
  -- the excess vanishes exactly when no atom is a branching point
  have h0 : ∑ v, (G.degree v - 1).choose 2 = 0 ↔ ∀ v, G.degree v ≤ 2 := by
    simp only [Finset.sum_eq_zero_iff, Finset.mem_univ, true_implies, Nat.choose_eq_zero_iff]
    exact forall_congr' fun v => by omega
  rw [← h0]
  omega
```

**Q:** Nothing so far knows that carbon is tetravalent.

**A:** The bound doesn't need it. The count by tertiary and quaternary atoms does, and there the hypothesis `h4` limits each atom to four carbon neighbours. The skeleton must still be a tree with at least two atoms. The proof checks the possible degrees one by one.

```lean
/-- If no atom has more than four neighbours, the excess of 1,3 pairs over `n - 2` is the number
of tertiary atoms plus three times the number of quaternary atoms. -/
theorem tertiary_quaternary_count [Nontrivial V] (hG : G.IsTree) (h4 : ∀ v, G.degree v ≤ 4) :
    (oneThreePairs G).card + 2 = Fintype.card V +
      ((univ.filter fun v => G.degree v = 3).card +
        3 * (univ.filter fun v => G.degree v = 4).card) := by
  rw [branching_excess hG, Finset.card_filter, Finset.card_filter, Finset.mul_sum,
    ← Finset.sum_add_distrib]
  congr 1
  refine Finset.sum_congr rfl fun v _ => ?_
  have hv := h4 v
  generalize G.degree v = d at hv ⊢
  interval_cases d <;> decide
```

**Q:** Show me real isomers.

**A:** Each eight-carbon skeleton is given by a list `p` that names, for atom `i`, the atom it is attached to. Atom 0 points to itself, and this creates no bond.

```lean
/-- The skeleton on eight carbon atoms in which each atom `i` is bonded to the atom `p i`
whenever the two differ. -/
def skeleton (p : Fin 8 → Fin 8) : SimpleGraph (Fin 8) :=
  SimpleGraph.fromRel fun i j => p i = j

instance (p : Fin 8 → Fin 8) : DecidableRel (skeleton p).Adj :=
  fun a b => inferInstanceAs (Decidable (a ≠ b ∧ (p a = b ∨ p b = a)))
```

To show that such a skeleton is a tree, follow the attachments downwards: each step reaches a smaller label, so every atom is connected to atom 0. A connected graph with eight atoms and seven bonds is a tree.

```lean
/-- If every atom but the first is attached to an earlier one and there are seven bonds,
the eight-atom skeleton is a tree. -/
theorem skeleton_isTree (p : Fin 8 → Fin 8) (hp : ∀ i, i ≠ 0 → p i < i)
    (hc : (skeleton p).edgeFinset.card = 7) : (skeleton p).IsTree := by
  -- descend along the attachments to atom 0
  have key : ∀ m : ℕ, ∀ i : Fin 8, i.val = m → (skeleton p).Reachable i 0 := by
    intro m
    induction m using Nat.strong_induction_on with
    | _ m ih =>
      intro i hi
      by_cases h0 : i = 0
      · subst h0
        exact SimpleGraph.Reachable.refl _
      · have hlt := hp i h0
        have hadj : (skeleton p).Adj i (p i) :=
          (SimpleGraph.fromRel_adj _ _ _).2 ⟨hlt.ne', Or.inl rfl⟩
        exact hadj.reachable.trans
          (ih (p i).val (by have := Fin.lt_def.1 hlt; omega) (p i) rfl)
  rw [SimpleGraph.isTree_iff_connected_and_card]
  refine ⟨(SimpleGraph.connected_iff_exists_forall_reachable _).2
    ⟨0, fun w => (key _ w rfl).symm⟩, ?_⟩
  rw [Nat.card_eq_fintype_card, ← SimpleGraph.edgeFinset_card, hc]
  simp
```

In n-octane, called `octane` in the code, each atom after the first is attached to its predecessor.

```lean
/-- The carbon skeleton of n-octane, an unbranched chain. -/
abbrev octane : SimpleGraph (Fin 8) := skeleton ![0, 0, 1, 2, 3, 4, 5, 6]
```

In 2,2,3,3-tetramethylbutane, atoms 0 and 1 are the bonded centres, and each carries three methyl carbons.

```lean
/-- The carbon skeleton of 2,2,3,3-tetramethylbutane: two bonded central atoms, each carrying
three methyl carbons. -/
abbrev tetramethylbutane : SimpleGraph (Fin 8) := skeleton ![0, 0, 0, 0, 0, 1, 1, 1]
```

**Q:** What are the counts?

**A:** Octane has six inner atoms of degree two, hence $6\binom22=6$ pairs. The tetramethylbutane has two atoms of degree four, hence $2\binom42=12$. In both proofs the bond count is evaluated first, then the tree property follows, and finally the degree sum is evaluated.

```lean
/-- The octane skeleton is a tree with 7 bonds and 6 pairs in 1,3 position. -/
theorem octane_count : octane.IsTree ∧ octane.edgeFinset.card = 7 ∧
    (oneThreePairs octane).card = 6 := by
  have hc : octane.edgeFinset.card = 7 := by decide +kernel
  have ht : octane.IsTree := skeleton_isTree _ (by decide) hc
  refine ⟨ht, hc, ?_⟩
  rw [card_oneThreePairs ht.2]
  decide +kernel

/-- The tetramethylbutane skeleton is a tree with 7 bonds and 12 pairs in 1,3 position. -/
theorem tetramethylbutane_count : tetramethylbutane.IsTree ∧
    tetramethylbutane.edgeFinset.card = 7 ∧ (oneThreePairs tetramethylbutane).card = 12 := by
  have hc : tetramethylbutane.edgeFinset.card = 7 := by decide +kernel
  have ht : tetramethylbutane.IsTree := skeleton_isTree _ (by decide) hc
  refine ⟨ht, hc, ?_⟩
  rw [card_oneThreePairs ht.2]
  decide +kernel

end CarbonSkeletonPairs
```

```lean
#print axioms CarbonSkeletonPairs.oneThreePairs_lower_bound
#print axioms CarbonSkeletonPairs.tertiary_quaternary_count
#print axioms CarbonSkeletonPairs.octane_count
#print axioms CarbonSkeletonPairs.tetramethylbutane_count
```

```
'CarbonSkeletonPairs.oneThreePairs_lower_bound' depends on axioms: [propext, Classical.choice, Quot.sound]
'CarbonSkeletonPairs.tertiary_quaternary_count' depends on axioms: [propext, Classical.choice, Quot.sound]
'CarbonSkeletonPairs.octane_count' depends on axioms: [propext, Classical.choice, Quot.sound]
'CarbonSkeletonPairs.tetramethylbutane_count' depends on axioms: [propext, Classical.choice, Quot.sound]
```

**Q:** So the branched isomer has more dispersion energy?

**A:** The counts alone don't settle that. Both isomers have 28 carbon pairs and 7 bonds, so branching moves six pairs into the 1,3 class from larger bond separations: 15 such pairs remain in octane and 9 in the tetramethylbutane. If every 1,3 pair is assigned the same damped term $e_{13}$, that class differs by $6e_{13}$ between the isomers. Actual energies also depend on distances, dispersion coefficients, damping and the hydrogens.

**Q:** Then what does it give me in practice?

**A:** For an acyclic hydrocarbon with at least two carbons, the number of carbons and the numbers of those with three and with four carbon neighbours fix the sizes of the bonded and 1,3 classes of carbon–carbon pairs in a DFT-D energy breakdown. A list of either class that names each pair once but has a different count contains an error, though a matching count doesn't prove that the right pairs were listed.
